# Reconnecting two neighbouring sites of a Rumer diagram gives a Rumer diagram

A Rumer diagram couples the spins one-half on a ring into singlet pairs, drawn as bonds inside the ring that do not cross. Projecting two neighbouring spins $i,j$ onto their singlet joins them to each other and leaves their former partners joined. The question is whether the new diagram is again free of crossings.

Number the sites $0,\dots,N-1$ and let $f(x)$ be the partner of $x$.

In Lean 4 with Mathlib:

```lean
import Mathlib

namespace RumerReconnection

variable {N : ℕ} {f : Fin N → Fin N} {i j k : Fin N}
```

A perfect matching is a map $f$ with $f(f(x))=x$ and $f(x)\neq x$, which forces $N$ to be even.

```lean
/-- A perfect matching of `N` sites: `f x` is the partner of `x`, partnership is mutual,
and no site is its own partner. -/
def IsMatching (f : Fin N → Fin N) : Prop :=
  (∀ x, f (f x) = x) ∧ ∀ x, f x ≠ x
```

Cutting the ring open between $N-1$ and $0$ turns a crossing into the order $a<b<f(a)<f(b)$. Here $a,b$ are arbitrary sites, not the partners of $i,j$.

```lean
/-- No two bonds cross: the order `a < b < f a < f b` never occurs. -/
def NonCrossing (f : Fin N → Fin N) : Prop :=
  ∀ a b, ¬ (a < b ∧ b < f a ∧ f a < f b)

/-- A Rumer diagram is a non-crossing perfect matching. -/
def IsRumer (f : Fin N → Fin N) : Prop :=
  IsMatching f ∧ NonCrossing f
```

`RingNext i j` says that $j$ comes directly after $i$, including $i=N-1$, $j=0$.

```lean
/-- Site `j` follows site `i` on the ring; the first site follows the last. -/
def RingNext (i j : Fin N) : Prop :=
  j.val = i.val + 1 ∨ (i.val + 1 = N ∧ j.val = 0)
```

The update replaces the bonds $(i,f(i))$, $(j,f(j))$ by $(i,j)$, $(f(i),f(j))$.

```lean
/-- Join `i` to `j`, join their former partners to each other, and keep all other bonds. -/
def reconnect (f : Fin N → Fin N) (i j : Fin N) (x : Fin N) : Fin N :=
  if x = i then j else if x = j then i
  else if x = f i then f j else if x = f j then f i else f x
```

## Every spin is paired, and the two sites differ

`IsMatching` means that each spin belongs to exactly one singlet. If $f(i)=j$ already, the update changes nothing, so the main theorem needs no exclusion of partners.

```lean
/-- If `i` and `j` are already partners in a perfect matching, reconnecting them
changes nothing. -/
theorem reconnect_of_partner (hf : IsMatching f) (hp : f i = j) : reconnect f i j = f := by
  subst hp
  funext x
  by_cases h1 : x = i
  · simp [reconnect, h1]
  by_cases h2 : x = f i
  · simp [reconnect, h2, hf.1, hf.2 i]
  · simp [reconnect, h1, h2, hf.1]
```

Otherwise, for $i\neq j$, the sites $i,j,f(i),f(j)$ are all different. No site is its own partner, $f(j)=i$ would give $f(i)=j$, and $f(i)=f(j)$ would give $i=j$. The new bonds are therefore well defined.

```lean
/-- For distinct sites `i`, `j` that are not partners in a perfect matching, the new bonds are
`(i, j)` and `(f i, f j)`, and every other site keeps its partner. -/
theorem reconnect_bonds (hf : IsMatching f) (hij : i ≠ j) (hp : f i ≠ j) :
    reconnect f i j i = j ∧ reconnect f i j j = i ∧
    reconnect f i j (f i) = f j ∧ reconnect f i j (f j) = f i ∧
    ∀ x, x ≠ i → x ≠ j → x ≠ f i → x ≠ f j → reconnect f i j x = f x := by
  have inj : Function.Injective f := Function.Involutive.injective hf.1
  have h1 : f j ≠ i := fun h => hp (by rw [← h, hf.1])
  have h2 : f j ≠ f i := inj.ne hij.symm
  refine ⟨?_, ?_, ?_, ?_, ?_⟩
  · simp [reconnect]
  · simp [reconnect, hij.symm]
  · simp [reconnect, hf.2 i, hp]
  · simp [reconnect, h1, hf.2 j, h2]
  · intro x a b c d
    simp [reconnect, a, b, c, d]
```

These four sites are closed under $f$, so the remaining sites are paired among themselves and keep their bonds. The new map is again a perfect matching. The proof checks this site by site, with `go` handling the untouched sites.

```lean
/-- Reconnecting two distinct sites of a perfect matching gives a perfect matching. -/
theorem reconnect_isMatching (hf : IsMatching f) (hij : i ≠ j) :
    IsMatching (reconnect f i j) := by
  by_cases hp : f i = j
  · rw [reconnect_of_partner hf hp]
    exact hf
  have inj : Function.Injective f := Function.Involutive.injective hf.1
  obtain ⟨gi, gj, gfi, gfj, go⟩ := reconnect_bonds hf hij hp
  refine ⟨fun x => ?_, fun x => ?_⟩
  · by_cases h1 : x = i
    · rw [h1, gi, gj]
    by_cases h2 : x = j
    · rw [h2, gj, gi]
    by_cases h3 : x = f i
    · rw [h3, gfi, gfj]
    by_cases h4 : x = f j
    · rw [h4, gfj, gfi]
    -- the partner of an untouched site is untouched
    rw [go x h1 h2 h3 h4, go (f x) (fun h => h3 (by rw [← h, hf.1]))
      (fun h => h4 (by rw [← h, hf.1])) (inj.ne h1) (inj.ne h2), hf.1]
  · by_cases h1 : x = i
    · rw [h1, gi]
      exact hij.symm
    by_cases h2 : x = j
    · rw [h2, gj]
      exact hij
    by_cases h3 : x = f i
    · rw [h3, gfi]
      exact inj.ne hij.symm
    by_cases h4 : x = f j
    · rw [h4, gfj]
      exact inj.ne hij
    rw [go x h1 h2 h3 h4]
    exact hf.2 x
```

If $i=j$ were allowed, the update would send $i$ to itself and leave it unpaired. If $f$ could have unpaired sites, they could survive: with bond $(0,1)$ and site 2 alone, reconnecting 0 and 1 leaves 2 alone.

## The starting diagram has no crossings

`NonCrossing` gives an enclosure rule: if $b<x<f(b)$, then $b<f(x)<f(b)$. First, $f(x)$ is neither $b$ nor $f(b)$, since $x$ would then be $f(b)$ or $b$. If $f(x)<b$, then $f(x)<b<x<f(b)$ is a crossing. If $f(x)>f(b)$, then $b<x<f(b)<f(x)$ is one. The two `by_contra` branches are these two cases.

```lean
/-- In a Rumer diagram, a site enclosed by a bond has its partner enclosed by the same bond. -/
theorem partner_enclosed (hf : IsRumer f) {b x : Fin N} (h1 : b < x) (h2 : x < f b) :
    b < f x ∧ f x < f b := by
  obtain ⟨hm, hc⟩ := hf
  have hb : f x ≠ b := by
    intro h
    have h3 := hm.1 x
    rw [h] at h3
    exact h2.ne' h3
  have hfb : f x ≠ f b := fun h => h1.ne' (Function.Involutive.injective hm.1 h)
  constructor
  · by_contra h
    have h4 : f x < b := lt_of_le_of_ne (not_lt.mp h) hb
    exact hc (f x) b ⟨h4, by rw [hm.1]; exact h1, by rw [hm.1]; exact h2⟩
  · by_contra h
    exact hc b x ⟨h1, h2, lt_of_le_of_ne (not_lt.mp h) hfb.symm⟩
```

Without this hypothesis an old crossing can persist. On six sites with bonds $(0,1)$, $(2,4)$, $(3,5)$, reconnecting 0 and 1 changes nothing, and the last two bonds still cross.

## The two sites are neighbours on the ring

Physically, `RingNext` restricts the singlet projection to nearest neighbours. Suppose $f(i)\neq j$ and take an untouched bond $(b,f(b))$ with $b<f(b)$.

1. If $j=i+1$, the bond encloses both $i$ and $j$ or neither, because neither is one of its ends and no site lies between them. If $i=N-1$ and $j=0$, it encloses neither.
2. By the enclosure rule, it encloses $i$ exactly when it encloses $f(i)$, and likewise for $j$. So it encloses both $f(i)$ and $f(j)$ or neither.
3. Crossing bonds each enclose exactly one end of the other. Hence $(f(i),f(j))$ crosses no untouched bond.
4. The bond $(i,j)$ encloses no site if $j=i+1$, and all other sites if it closes the ring. It crosses nothing.
5. Two untouched bonds do not cross, by hypothesis.

In the proof, `side` is the enclosure rule as an equivalence and `key` is step 2. A supposed crossing is then split according to which bonds $a$ and $b$ belong to: `omega` refutes the cases with $(i,j)$, `key` those with $(f(i),f(j))$, and the original `NonCrossing` the rest.

```lean
/-- Reconnecting two neighbouring sites of the ring turns a Rumer diagram into a
Rumer diagram. -/
theorem reconnect_isRumer (hf : IsRumer f) (hn : RingNext i j) :
    IsRumer (reconnect f i j) := by
  by_cases hp : f i = j
  · rw [reconnect_of_partner hf.1 hp]
    exact hf
  unfold RingNext at hn
  have hij : i ≠ j := by
    intro h
    have h1 := Fin.val_ne_of_ne (hf.1.2 i)
    have h2 := (f i).isLt
    have h3 := congrArg Fin.val h
    omega
  obtain ⟨gi, gj, gfi, gfj, go⟩ := reconnect_bonds hf.1 hij hp
  have side : ∀ b x, (b < x ∧ x < f b) ↔ (b < f x ∧ f x < f b) := fun b x =>
    ⟨fun h => partner_enclosed hf h.1 h.2, fun h => by
      have h' := partner_enclosed hf h.1 h.2
      rwa [hf.1.1 x] at h'⟩
  -- an untouched bond encloses both former partners or neither
  have key : ∀ b, b ≠ i → b ≠ j → b ≠ f i → b ≠ f j →
      ((b < f i ∧ f i < f b) ↔ (b < f j ∧ f j < f b)) := by
    intro b h1 h2 h3 h4
    rw [← side b i, ← side b j]
    have h5 : f b ≠ i := fun h => h3 (by rw [← h, hf.1.1])
    have h6 : f b ≠ j := fun h => h4 (by rw [← h, hf.1.1])
    have e1 := Fin.val_ne_of_ne h1
    have e2 := Fin.val_ne_of_ne h2
    have e5 := Fin.val_ne_of_ne h5
    have e6 := Fin.val_ne_of_ne h6
    have e7 := (f b).isLt
    simp only [Fin.lt_def]
    omega
  refine ⟨reconnect_isMatching hf.1 hij, ?_⟩
  rintro a b ⟨h1, h2, h3⟩
  have hb := (reconnect f i j b).isLt
  -- the short bond between neighbours crosses nothing
  by_cases a1 : a = i
  · rw [a1, gi] at h2 h3
    rw [a1] at h1
    simp only [Fin.lt_def] at h1 h2 h3
    omega
  by_cases a2 : a = j
  · rw [a2, gj] at h2 h3
    rw [a2] at h1
    simp only [Fin.lt_def] at h1 h2 h3
    omega
  by_cases b1 : b = i
  · rw [b1, gi] at h3
    rw [b1] at h1 h2
    simp only [Fin.lt_def] at h1 h2 h3
    omega
  by_cases b2 : b = j
  · rw [b2, gj] at h3
    rw [b2] at h1 h2
    simp only [Fin.lt_def] at h1 h2 h3
    omega
  -- the bond between the former partners crosses no untouched bond
  by_cases a3 : a = f i
  · rw [a3, gfi] at h2 h3
    rw [a3] at h1
    by_cases b4 : b = f j
    · exact h2.ne b4
    rw [go b b1 b2 h1.ne' b4] at h3
    exact lt_asymm h1 ((key b b1 b2 h1.ne' b4).mpr ⟨h2, h3⟩).1
  by_cases a4 : a = f j
  · rw [a4, gfj] at h2 h3
    rw [a4] at h1
    by_cases b3 : b = f i
    · exact h2.ne b3
    rw [go b b1 b2 b3 h1.ne'] at h3
    exact lt_asymm h1 ((key b b1 b2 b3 h1.ne').mp ⟨h2, h3⟩).1
  rw [go a a1 a2 a3 a4] at h2 h3
  by_cases b3 : b = f i
  · rw [b3, gfi] at h3
    rw [b3] at h1 h2
    exact lt_asymm h3 ((key a a1 a2 a3 a4).mp ⟨h1, h2⟩).2
  by_cases b4 : b = f j
  · rw [b4, gfj] at h3
    rw [b4] at h1 h2
    exact lt_asymm h3 ((key a a1 a2 a3 a4).mpr ⟨h1, h2⟩).2
  rw [go b b1 b2 b3 b4] at h3
  exact hf.2 a b ⟨h1, h2, h3⟩
```

`RingNext` cannot be weakened to $i\neq j$: reconnecting 0 and 2 in $(0,1)(2,3)$ gives $(0,2)(1,3)$, which crosses. Here `decide` checks the finitely many cases.

```lean
/-- On four sites, reconnecting the non-neighbours 0 and 2 of the Rumer diagram (01)(23)
produces a crossing. -/
theorem reconnect_nonneighbours_crosses :
    IsRumer (![1, 0, 3, 2] : Fin 4 → Fin 4) ∧
    ¬ NonCrossing (reconnect (![1, 0, 3, 2] : Fin 4 → Fin 4) 0 2) := by
  unfold IsRumer IsMatching NonCrossing
  decide
```

## Three distinct sites for repeated reconnection

The next theorem assumes a perfect matching, but neither that it is free of crossings nor that the sites are neighbours. Let $g$ be the diagram after reconnecting $(i,j)$, and let $\ell=g(k)$. Since $i$ and $j$ are partners in $g$, $\ell$ is neither of them. On these four sites the bonds run

$$(i,j)(k,\ell)\to(j,k)(i,\ell)\to(i,j)(k,\ell),$$

and all others stay fixed. The proof applies `reconnect_bonds` to both steps and compares the maps site by site.

```lean
/-- Temperley–Lieb relation for diagrams: for three distinct sites of a perfect matching,
reconnecting `(i, j)`, then `(j, k)`, then `(i, j)` equals reconnecting `(i, j)` once. -/
theorem reconnect_temperleyLieb (hf : IsMatching f) (hij : i ≠ j) (hjk : j ≠ k)
    (hik : i ≠ k) :
    reconnect (reconnect (reconnect f i j) j k) i j = reconnect f i j := by
  have hg := reconnect_isMatching hf hij
  have gi : reconnect f i j i = j := by simp [reconnect]
  generalize reconnect f i j = g at hg gi ⊢
  have gj : g j = i := by rw [← gi, hg.1]
  have hp : g j ≠ k := by
    rw [gj]
    exact hik
  -- the diagram after the second step
  obtain ⟨hj, hk, hgj, hgk, ho⟩ := reconnect_bonds hg hjk hp
  rw [gj] at hgj hgk ho
  have hh := reconnect_isMatching hg hjk
  generalize reconnect g j k = h at hj hk hgj hgk ho hh ⊢
  have hq : h i ≠ j := by
    rw [hgj]
    intro e
    apply hik
    rw [← gj, ← e, hg.1]
  -- the third step restores the first diagram
  obtain ⟨a1, a2, a3, a4, a5⟩ := reconnect_bonds hh hij hq
  rw [hgj, hj] at a3 a4 a5
  funext x
  by_cases e1 : x = i
  · rw [e1, a1, gi]
  by_cases e2 : x = j
  · rw [e2, a2, gj]
  by_cases e3 : x = k
  · rw [e3, a4]
  by_cases e4 : x = g k
  · rw [e4, a3, hg.1]
  rw [a5 x e1 e2 e4 e3, ho x e2 e3 e1 e4]
```

Write $e_m$ for the reconnection of the neighbours $m$ and $m+1$. When $i,j,k$ are consecutive sites, in either direction, the theorem is the Temperley–Lieb relation $e_me_{m\pm1}e_m=e_m$ at the level of diagrams; numerical factors, including the weight of a closed loop, are not tracked. With $k=i$ the last two steps do nothing and the relation is trivial. With $i=j$ the first step already leaves a site unpaired.

## The spins are one-half

In the spin identity, $s,t,a,b$ are spin values, 0 for up and 1 for down, no longer sites. The amplitude $[s,t]=t-s$ is $\sqrt2$ times the normalised singlet.

```lean
/-- Unnormalised singlet amplitude of two spins one half, with 0 for up and 1 for down:
`+1` for up-down, `-1` for down-up, and zero for parallel spins. -/
def singlet (s t : Fin 2) : ℂ := (t.val : ℂ) - (s.val : ℂ)
```

For two spins one-half, the singlet is the only state odd under exchange, so half the difference between an amplitude and its exchanged form is the singlet projection.

```lean
/-- Singlet projection of a two-spin amplitude: half the difference between the amplitude
and its exchanged form. -/
noncomputable def singletPart (ψ : Fin 2 → Fin 2 → ℂ) (s t : Fin 2) : ℂ :=
  (ψ s t - ψ t s) / 2
```

Applied to $[s,a][t,b]$, it gives

$$\tfrac12\big[(a-s)(b-t)-(a-t)(b-s)\big]=\tfrac12(t-s)(b-a)=\tfrac12[s,t][a,b].$$

The factor $\tfrac12$ is the same for normalised singlets, as both sides contain two of them. After unfolding the definitions, `ring` does this expansion.

```lean
/-- Projecting spins `s` and `t` onto their singlet turns the singlet pairs `(s, a)`, `(t, b)`
into one half of the singlet pairs `(s, t)`, `(a, b)`. -/
theorem singletPart_pairs (a b s t : Fin 2) :
    singletPart (fun s t => singlet s a * singlet t b) s t =
      1 / 2 * (singlet s t * singlet a b) := by
  simp only [singletPart, singlet]
  ring

end RumerReconnection
```

```lean
#print axioms RumerReconnection.reconnect_isRumer
#print axioms RumerReconnection.reconnect_nonneighbours_crosses
#print axioms RumerReconnection.reconnect_temperleyLieb
#print axioms RumerReconnection.singletPart_pairs
```

```
'RumerReconnection.reconnect_isRumer' depends on axioms: [propext, Classical.choice, Quot.sound]
'RumerReconnection.reconnect_nonneighbours_crosses' depends on axioms: [propext]
'RumerReconnection.reconnect_temperleyLieb' depends on axioms: [propext, Quot.sound]
'RumerReconnection.singletPart_pairs' depends on axioms: [propext, Classical.choice, Quot.sound]
```

For two spins one, the singlet is even under exchange, and `singletPart` would remove it.

The step left to the reader is from four spins to $N$: a diagram stands for a product of singlets, whose sign depends on the direction chosen for each bond, and `reconnect` records only the bonds. With that reading, in a valence-bond calculation for a single spin-half Heisenberg ring with nearest-neighbour coupling, each singlet projector sends a Rumer diagram to a multiple of one Rumer diagram, so no crossed diagrams have to be re-expanded.
